# $\sigma\cdot x$ and $\sigma\cdot\partial$ anticommute to $2E+3$ in three dimensions

When I separate the Dirac equation for one electron in a central potential, I meet products of $\sigma\cdot\nabla$ and $\sigma\cdot\mathbf r$ in both orders. The components of these two objects don't commute, so the familiar Pauli product rule for ordinary vectors has to be applied with care.

Write $x_i$ for the coordinates, $d_i=\partial/\partial x_i$ for the derivatives, and $\sigma_i$ for the Pauli matrices, with $i=0,1,2$. As a factor rather than an index, $i$ is the imaginary unit. Set $X=\sum_i\sigma_i x_i$, $D=\sum_i\sigma_i d_i$ and $E=\sum_i x_i d_i$, the Euler operator that counts the degree of a homogeneous polynomial. With $\mathbb 1$ the $2\times2$ identity, I believe that

$$XD+DX=(2E+3)\,\mathbb 1,\qquad [E\,\mathbb 1,X]=X .$$

Can this be derived from the commutation relations alone, with the operator ordering made rigorous and checked by machine?

## The cross products cancel and the dot products add

Yes. The relations used below are

$$x_ix_j=x_jx_i,\qquad d_id_j=d_jd_i,\qquad d_ix_j-x_jd_i=\delta_{ij}.$$

Begin with two vectors $u,v$ of operators that act on the orbital part only. They commute with the Pauli matrices but not necessarily with each other. From $\sigma_a\sigma_b=\delta_{ab}\mathbb 1+i\sum_c\varepsilon_{abc}\sigma_c$ it follows that

$$(\sigma\cdot u)(\sigma\cdot v)=\sum_{a,b}u_av_b\,\sigma_a\sigma_b=\Big(\sum_a u_av_a\Big)\mathbb 1+i\,\sigma\cdot(u\times v),$$

where every component of $u\times v$ keeps the factor from $u$ on the left. Applied to the two orderings, this gives

$$XD=E\,\mathbb 1+i\,\sigma\cdot(x\times d),\qquad DX=\Big(\sum_i d_ix_i\Big)\mathbb 1+i\,\sigma\cdot(d\times x).$$

A cross product only multiplies components with different indices, and for those $d_ix_j=x_jd_i$. For example,

$$(d\times x)_0=d_1x_2-d_2x_1=x_2d_1-x_1d_2=-(x\times d)_0,$$

and likewise for the other two components, so the cross products cancel in the sum. In the dot product the indices agree, and each reordering costs one unit: $\sum_i d_ix_i=\sum_i(x_id_i+1)=E+3$. Adding the two lines gives $XD+DX=(2E+3)\mathbb 1$.

For the commutators with $E$, use that the coordinates commute among themselves, and so do the derivatives:

$$[E,x_k]=\sum_i x_i(d_ix_k-x_kd_i)=x_k,\qquad [E,d_k]=\sum_i(x_id_k-d_kx_i)d_i=-d_k .$$

Since $E$ commutes with the Pauli matrices, multiplying by $\sigma_k$ and summing gives $[E\mathbb 1,X]=X$ and $[E\mathbb 1,D]=-D$.

With the orbital angular momentum $L=-i\,x\times d$ in units of $\hbar$, the formula for $XD$ becomes $XD=E\,\mathbb 1-\sigma\cdot L$. This separates a radial part from a spin-orbit part, a form that can be used to reduce the one-electron Dirac equation in a central field to radial equations; the identity itself contains no potential and no Hamiltonian.

## Moving $D$ past powers of $X$

The two relations combine to

$$DX^2=(2E+3-XD)X=(2E+3)X-X(2E+3-XD)=X^2D+2[E,X]=X^2D+2X,$$

with $\mathbb 1$ left out. Suppose that $DX^{2n+2}=X^{2n+2}D+(2n+2)X^{2n+1}$ for some $n\ge0$. Multiplying by $X^2$ on the right gives

$$DX^{2n+4}=X^{2n+2}(X^2D+2X)+(2n+2)X^{2n+3}=X^{2n+4}D+(2n+4)X^{2n+3},$$

so the formula holds for every $n\ge0$. One more factor of $X$ gives the odd powers. For $n\ge1$,

$$DX^{2n+1}=(X^{2n}D+2nX^{2n-1})X=X^{2n}(2E+3)+2nX^{2n}-X^{2n+1}D,$$

and for $n=0$ the outer expressions agree by the anticommutator.

## A constant spinor and a linear one

The examples here are polynomials that test the operator identity; they are not normalisable states on all of space. The smallest case is a constant spinor $\chi$. Both $D$ and $E$ annihilate it, so the anticommutator reduces to $DX\chi=3\chi$. The 3 is the divergence of the position vector.

For a numerical instance, take $\psi=(x_2,0)^T$, which has degree 1. In components,

$$X=\begin{pmatrix}x_2&x_0-ix_1\\x_0+ix_1&-x_2\end{pmatrix},\qquad D=\begin{pmatrix}d_2&d_0-id_1\\d_0+id_1&-d_2\end{pmatrix}.$$

Then $D\psi=(1,0)^T$, and hence $XD\psi=(x_2,\;x_0+ix_1)^T$. In the other order, $X\psi=(x_2^2,\;(x_0+ix_1)x_2)^T$. Because $(d_0-id_1)(x_0+ix_1)$ evaluates to 2 as a derivative, $DX\psi=(2x_2+2x_2,\;-(x_0+ix_1))^T$. The lower components cancel and the sum is $(5x_2,0)^T=(2\cdot1+3)\psi$.

## How operators and spin appear in Lean

The type `R` is any ring that is also an algebra over the complex numbers. Its elements are the orbital operators, and its multiplication is their composition. An operator on spin and orbital space together is a $2\times2$ matrix with entries in `R`.

- `pauli` lists the usual matrices for the indices 0, 1, 2, with $\sigma_2$ diagonal. Inside the code, `I` is the imaginary unit.
- `sigmaDot v` is $\sigma\cdot v$, with entries $\sum_k(\sigma_k)_{ab}v_k$.
- `Matrix.scalar (Fin 2) r` is $r\,\mathbb 1$, an operator that leaves the spin alone.
- `euler x d` is $E$, with each coordinate to the left of its derivative.
- `Canonical x d` collects the three commutation relations.

The main theorem, `pauli_euler`, says that for any `x` and `d` satisfying `Canonical x d`, the anticommutator is $(2E+3)\mathbb 1$, the commutator of $E\mathbb 1$ with $X$ is $X$, and that with $D$ is $-D$. `ladder_even` and `ladder_odd` state the power formulas for every natural number `n`; the even one starts at $X^2$. `spin_orbit_splitting` is $XD=E\mathbb 1-\sigma\cdot L$, and it needs no commutation relations, because the order of the factors is already that of $E$ and $L$.

The canonical relations are a hypothesis. Physically they describe Cartesian coordinates and their partial derivatives, and the canonical momentum is $p_i=-i\hbar d_i$. A magnetic field leaves these relations intact, but the gauge-covariant derivatives that then enter the Hamiltonian don't all commute with each other, so they can't take the place of $d_i$ here. `canonical_witness` proves that multiplication and partial differentiation on complex polynomials in three variables satisfy the relations.

The setting is purely algebraic. It has no inner product, no self-adjointness, no operator domains and no division by the radius. Nor do the theorems that assume `Canonical x d` apply to $x_i$ and $d_i$ truncated to matrices in a finite, nonempty basis: the trace of $d_ix_i-x_id_i$ would be zero, while that of the identity is not. This obstruction concerns products of the truncated matrices. If the operators act on smooth basis functions first and matrix elements are taken afterwards, the identities hold exactly for those matrix elements.

```lean
import Mathlib

open Matrix Complex

namespace PauliEulerIdentities

noncomputable section

variable {R : Type*} [Ring R] [Algebra ℂ R]

/-- The three Pauli matrices. -/
def pauli : Fin 3 → Matrix (Fin 2) (Fin 2) ℂ :=
  ![!![0, 1; 1, 0], !![0, -I; I, 0], !![1, 0; 0, -1]]

/-- The matrix `σ·v` for a vector `v` of operators. -/
def sigmaDot (v : Fin 3 → R) : Matrix (Fin 2) (Fin 2) R :=
  Matrix.of fun a b => ∑ k, pauli k a b • v k

/-- The cross product of two vectors of operators, with the order of factors kept. -/
def cross (u v : Fin 3 → R) : Fin 3 → R :=
  ![u 1 * v 2 - u 2 * v 1, u 2 * v 0 - u 0 * v 2, u 0 * v 1 - u 1 * v 0]

/-- The Euler operator `E = ∑ x_i d_i`. -/
def euler (x d : Fin 3 → R) : R := ∑ i, x i * d i

/-- The orbital angular momentum `L = -i x × d`, in units of `ħ`. -/
def angularMomentum (x d : Fin 3 → R) : Fin 3 → R := fun k => (-I) • cross x d k

/-- The canonical relations between three coordinates and three derivatives. -/
structure Canonical (x d : Fin 3 → R) : Prop where
  xx : ∀ i j, x i * x j = x j * x i
  dd : ∀ i j, d i * d j = d j * d i
  dx : ∀ i j, d i * x j - x j * d i = if i = j then 1 else 0

/-- Multiplication by the coordinates and partial differentiation, acting on complex
polynomials in three variables, satisfy the canonical relations. -/
theorem canonical_witness :
    Canonical (R := Module.End ℂ (MvPolynomial (Fin 3) ℂ))
      (fun i => LinearMap.mulLeft ℂ (MvPolynomial.X i))
      (fun i => (MvPolynomial.pderiv i).toLinearMap) where
  xx i j := by
    refine LinearMap.ext fun p => ?_
    simp only [Module.End.mul_apply, LinearMap.mulLeft_apply]
    ring
  dd i j := by
    -- the commutator is a derivation that vanishes on the coordinates
    have h : ⁅(MvPolynomial.pderiv i :
          Derivation ℂ (MvPolynomial (Fin 3) ℂ) (MvPolynomial (Fin 3) ℂ)),
        (MvPolynomial.pderiv j :
          Derivation ℂ (MvPolynomial (Fin 3) ℂ) (MvPolynomial (Fin 3) ℂ))⁆ = 0 := by
      refine MvPolynomial.derivation_ext fun k => ?_
      rw [Derivation.commutator_apply]
      simp only [MvPolynomial.pderiv_X, Pi.single_apply]
      split_ifs <;> simp
    refine LinearMap.ext fun p => ?_
    have hp := DFunLike.congr_fun h p
    rw [Derivation.commutator_apply] at hp
    exact sub_eq_zero.mp hp
  dx i j := by
    refine LinearMap.ext fun p => ?_
    by_cases hij : i = j
    · subst hij
      simp [Module.End.mul_apply, Derivation.leibniz]
    · simp [Module.End.mul_apply, Derivation.leibniz, MvPolynomial.pderiv_X,
        hij, Ne.symm hij]

/-- The product of `σ·u` and `σ·v` is `u·v + i σ·(u × v)`, also when the components
do not commute. -/
theorem sigmaDot_mul (u v : Fin 3 → R) :
    sigmaDot u * sigmaDot v
      = Matrix.scalar (Fin 2) (∑ i, u i * v i) + I • sigmaDot (cross u v) := by
  ext a b
  fin_cases a <;> fin_cases b <;>
    simp [sigmaDot, pauli, cross, Matrix.mul_apply, Fin.sum_univ_three, Fin.sum_univ_two,
      mul_add, add_mul, smul_add, smul_sub, smul_smul] <;> module

/-- The commutator of an orbital operator with `σ·v` is taken component by component. -/
theorem scalar_commutator (r : R) (v : Fin 3 → R) :
    Matrix.scalar (Fin 2) r * sigmaDot v - sigmaDot v * Matrix.scalar (Fin 2) r
      = sigmaDot (fun k => r * v k - v k * r) := by
  ext a b
  simp [sigmaDot, Finset.mul_sum, Finset.sum_mul, smul_sub, Finset.sum_sub_distrib]

omit [Algebra ℂ R] in
/-- Under the canonical relations, the Euler operator satisfies `[E, x_k] = x_k` and `[E, d_k] =
-d_k`. -/
theorem euler_commutator {x d : Fin 3 → R} (h : Canonical x d) (k : Fin 3) :
    euler x d * x k - x k * euler x d = x k ∧
      euler x d * d k - d k * euler x d = -d k := by
  constructor
  · have t : ∀ i, x i * d i * x k - x k * (x i * d i)
        = x i * (if i = k then 1 else 0) := fun i => by
      have s : x k * (x i * d i) = x i * (x k * d i) := by
        rw [← mul_assoc, h.xx k i, mul_assoc]
      rw [s, ← h.dx i k, mul_sub, mul_assoc]
    rw [euler, Finset.sum_mul, Finset.mul_sum, ← Finset.sum_sub_distrib]
    simp only [t]
    simp
  · have t : ∀ i, x i * d i * d k - d k * (x i * d i)
        = -((if k = i then 1 else 0) * d i) := fun i => by
      have s : x i * d i * d k = x i * d k * d i := by
        rw [mul_assoc, h.dd i k, ← mul_assoc]
      rw [s, ← h.dx k i]
      noncomm_ring
    rw [euler, Finset.sum_mul, Finset.mul_sum, ← Finset.sum_sub_distrib]
    simp only [t]
    simp

/-- Under the canonical relations, `X = σ·x` and `D = σ·d` satisfy `XD + DX = 2E + 3`, `[E, X] = X`
and `[E, D] = -D`. -/
theorem pauli_euler {x d : Fin 3 → R} (h : Canonical x d) :
    sigmaDot x * sigmaDot d + sigmaDot d * sigmaDot x
        = Matrix.scalar (Fin 2) (2 * euler x d + 3) ∧
      Matrix.scalar (Fin 2) (euler x d) * sigmaDot x
        - sigmaDot x * Matrix.scalar (Fin 2) (euler x d) = sigmaDot x ∧
      Matrix.scalar (Fin 2) (euler x d) * sigmaDot d
        - sigmaDot d * Matrix.scalar (Fin 2) (euler x d) = -sigmaDot d := by
  have sw : ∀ i j, d i * x j = x j * d i + if i = j then 1 else 0 := fun i j => by
    rw [← h.dx i j]; abel
  refine ⟨?_, ?_, ?_⟩
  · -- the two cross products cancel
    have c : cross d x = -cross x d := by
      ext k
      fin_cases k <;> simp [cross, sw]
    have n : sigmaDot (-cross x d) = -sigmaDot (cross x d) := by
      ext a b
      simp [sigmaDot]
    -- reordering the scalar product costs one unit per dimension
    have s : ∑ i, d i * x i = euler x d + 3 := by
      simp [sw, euler, Finset.sum_add_distrib]
    rw [sigmaDot_mul, sigmaDot_mul, c, n, s, two_mul, add_assoc (euler x d),
      map_add _ (euler x d) (euler x d + 3), smul_neg]
    change Matrix.scalar (Fin 2) (euler x d) + _ + _ = _
    abel
  · rw [scalar_commutator]
    exact congrArg sigmaDot (funext fun k => (euler_commutator h k).1)
  · rw [scalar_commutator, funext fun k => (euler_commutator h k).2]
    ext a b
    simp [sigmaDot]

/-- The product of `σ·x` and `σ·d` is `E - σ·L`. -/
theorem spin_orbit_splitting (x d : Fin 3 → R) :
    sigmaDot x * sigmaDot d
      = Matrix.scalar (Fin 2) (euler x d) - sigmaDot (angularMomentum x d) := by
  have s : sigmaDot (angularMomentum x d) = -(I • sigmaDot (cross x d)) := by
    ext a b
    simp [sigmaDot, angularMomentum, Finset.smul_sum, smul_smul, mul_comm]
  rw [sigmaDot_mul, s, sub_neg_eq_add, euler]

/-- Under the canonical relations, moving `D = σ·d` to the right past an even power of `X = σ·x`
gives `D X^(2n+2) = X^(2n+2) D + (2n+2) X^(2n+1)`. -/
theorem ladder_even {x d : Fin 3 → R} (h : Canonical x d) (n : ℕ) :
    sigmaDot d * sigmaDot x ^ (2 * n + 2)
      = sigmaDot x ^ (2 * n + 2) * sigmaDot d
        + (2 * n + 2) • sigmaDot x ^ (2 * n + 1) := by
  obtain ⟨h1, h2, -⟩ := pauli_euler h
  rw [map_add, map_mul, map_ofNat, map_ofNat] at h1
  generalize sigmaDot x = X at h1 h2 ⊢
  generalize sigmaDot d = D at h1 ⊢
  generalize Matrix.scalar (Fin 2) (euler x d) = E at h1 h2
  have base : D * X ^ 2 = X ^ 2 * D + 2 • X := by
    linear_combination (norm := noncomm_ring) h1 * X - X * h1 + 2 * h2
  induction n with
  | zero => simpa using base
  | succ n ih =>
    have e : X ^ (2 * (n + 1) + 2) = X ^ (2 * n + 2) * X ^ 2 := by
      rw [← pow_add, show 2 * (n + 1) + 2 = 2 * n + 2 + 2 by omega]
    have e2 : X ^ (2 * (n + 1) + 1) = X ^ (2 * n + 2) * X := pow_succ X (2 * n + 2)
    have e3 : X ^ (2 * n + 1) * X ^ 2 = X ^ (2 * n + 2) * X :=
      (pow_add X (2 * n + 1) 2).symm.trans (pow_succ X (2 * n + 2))
    calc D * X ^ (2 * (n + 1) + 2) = D * X ^ (2 * n + 2) * X ^ 2 := by
          rw [e, mul_assoc]
      _ = X ^ (2 * n + 2) * (D * X ^ 2) + (2 * n + 2) • (X ^ (2 * n + 1) * X ^ 2) := by
          rw [ih, add_mul, mul_assoc, smul_mul_assoc]
      _ = X ^ (2 * n + 2) * X ^ 2 * D + 2 • (X ^ (2 * n + 2) * X)
            + (2 * n + 2) • (X ^ (2 * n + 2) * X) := by
          rw [base, mul_add, mul_smul_comm, ← mul_assoc, e3]
      _ = _ := by
          rw [e, e2, add_assoc, ← add_smul, show 2 * (n + 1) + 2 = 2 + (2 * n + 2) by omega]

/-- Under the canonical relations, moving `D = σ·d` to the right past an odd power of `X = σ·x`
gives `D X^(2n+1) = X^(2n) (2E + 3) + 2n X^(2n) - X^(2n+1) D`. -/
theorem ladder_odd {x d : Fin 3 → R} (h : Canonical x d) (n : ℕ) :
    sigmaDot d * sigmaDot x ^ (2 * n + 1)
      = sigmaDot x ^ (2 * n) * Matrix.scalar (Fin 2) (2 * euler x d + 3)
        + (2 * n) • sigmaDot x ^ (2 * n) - sigmaDot x ^ (2 * n + 1) * sigmaDot d := by
  have h1 := (pauli_euler h).1
  have ev := ladder_even h
  generalize sigmaDot x = X at h1 ev ⊢
  generalize sigmaDot d = D at h1 ev ⊢
  generalize Matrix.scalar (Fin 2) (2 * euler x d + 3) = H at h1 ⊢
  have b : D * X = H - X * D := by rw [← h1]; abel
  cases n with
  | zero => simpa using b
  | succ m =>
    have p : X ^ (2 * m + 1) * X = X ^ (2 * m + 2) := (pow_succ X (2 * m + 1)).symm
    rw [show 2 * (m + 1) = 2 * m + 2 by omega, pow_succ X (2 * m + 2), ← mul_assoc, ev m,
      add_mul, smul_mul_assoc, p, mul_assoc _ D X, b, mul_sub, mul_assoc _ X D]
    abel

end

end PauliEulerIdentities
```

```lean
#print axioms PauliEulerIdentities.sigmaDot_mul
#print axioms PauliEulerIdentities.spin_orbit_splitting
#print axioms PauliEulerIdentities.ladder_odd
```

```
'PauliEulerIdentities.sigmaDot_mul' depends on axioms: [propext, Classical.choice, Quot.sound]
'PauliEulerIdentities.spin_orbit_splitting' depends on axioms: [propext, Classical.choice, Quot.sound]
'PauliEulerIdentities.ladder_odd' depends on axioms: [propext, Classical.choice, Quot.sound]
```

## From matrix entries to the power formulas

`sigmaDot_mul` is the product rule for noncommuting components. The proof checks the four matrix entries separately: `simp` writes out the sums, and `module` compares the complex coefficients of the products $u_iv_j$ without exchanging their factors. `scalar_commutator` carries a commutator with $r\,\mathbb 1$ through to the components of $v$.

`euler_commutator` follows the calculation of $[E,x_k]$ and $[E,d_k]$ term by term. In each half, `s` exchanges two coordinates or two derivatives, and `t` then reduces the $i$-th term to $x_i$ or $-d_i$ times a Kronecker delta. Summing over $i$ leaves a single term.

In `pauli_euler`, the statement `sw` is the reordering rule $d_ix_j=x_jd_i+\delta_{ij}$. From it come `c`, which says $d\times x=-x\times d$, and `s`, which says $\sum_id_ix_i=E+3$. After `sigmaDot_mul` has expanded both products, `abel` cancels the cross products and adds the rest. The two commutators follow from `scalar_commutator` and `euler_commutator`.

`spin_orbit_splitting` is the product rule once more, with $i\,\sigma\cdot(x\times d)$ rewritten as $-\sigma\cdot L$.

For the even powers, `generalize` replaces $X$, $D$ and $E\mathbb 1$ by arbitrary matrices that are known only through the two relations. The step `base` is $DX^2=X^2D+2X$. Its `linear_combination` multiplies the anticommutator by $X$ on the right, subtracts the same relation multiplied by $X$ on the left, and adds twice $[E,X]=X$, as in the derivation above. The `calc` block is the induction step. `ladder_odd` treats $n=0$ by the anticommutator and obtains every larger $n$ from the even formula with one more factor of $X$.

In `canonical_witness`, the relation between derivatives and coordinates comes from the Leibniz rule. For two partial derivatives, the proof uses that their commutator is itself a derivation. It vanishes on the three coordinates, and so on every polynomial.
